# Thermal pairs replace $t$ by $\sinh(\pi Tt)/(\pi T)$ in the wide-band core propagator

Let the core propagator be the exponential of $-g$ times an integral over independent electron–hole pairs, treated as bosons. In units $\hbar=k_B=1$, with a factor $e^{-w/D}$ that cuts off the pair energies $w$ at the bandwidth $D$, and with $t\neq0$, the propagator multiplied by $D^g$ tends, as $D\to\infty$, to

$$(it)^{-g}\ \text{ at zero temperature},\qquad \left(i\,\frac{\sinh(\pi Tt)}{\pi T}\right)^{-g}\ \text{ at temperature } T>0 .$$

The exponential form is assumed, not derived from an electronic Hamiltonian. The real constant $g$ measures how strongly the core hole shakes up pairs: in a metal with a nonzero density of states at the Fermi level, the number of low-energy pairs per unit energy grows as the pair energy $w$ and the shake-up probability of each falls as $1/w^2$, which leaves a weight $g/w$. For $g>0$ in this independent-pair model, the power-law decay at long times becomes exponential with rate $\pi gT$, which rounds the edge in a core-level spectrum.

## From one pair integral to the hyperbolic sine

With a cutoff $a=1/D>0$, the vacuum integral is

$$V_a(t)=\int_0^\infty e^{-aw}\,\frac{1-e^{-iwt}}{w}\,dw .$$

It converges because $|1-e^{-iwt}|\le w|t|$, which bounds the integrand by $|t|e^{-aw}$. Differentiation removes the denominator:

$$V_a'(t)=i\int_0^\infty e^{-(a+it)w}\,dw=\frac{i}{a+it}=\frac{d}{dt}\log\!\left(1+\frac{it}{a}\right).$$

Both functions vanish at $t=0$, so $V_a(t)=\log(1+it/a)$. Setting $a=m/T$ with $m\ge1$ and taking twice the real part gives

$$\int_0^\infty \frac{2e^{-mw/T}(1-\cos wt)}{w}\,dw=2\log\left|1+\frac{iTt}{m}\right|=\log\!\left(1+\frac{T^2t^2}{m^2}\right).$$

The Bose occupation is $n(w)=1/(e^{w/T}-1)=\sum_{m\ge1}e^{-mw/T}$. Emission of a pair carries the weight $1+n$ and absorption the weight $n$, so at temperature $T$ the factor $1-e^{-iwt}$ becomes $(1+n)(1-e^{-iwt})+n(1-e^{iwt})=1-e^{-iwt}+2n(1-\cos wt)$. The last term gives the thermal integral $\Theta(t)$. Since every term of its Bose series is nonnegative, sum and integral may be exchanged:

$$\Theta(t)=\int_0^\infty\frac{2n(w)(1-\cos wt)}{w}\,dw=\sum_{m\ge1}\log\!\left(1+\frac{T^2t^2}{m^2}\right).$$

Euler's product $\sin\pi z=\pi z\prod_{m\ge1}(1-z^2/m^2)$ at $z=ix$, with $x\ne0$, reads

$$\frac{\sinh\pi x}{\pi x}=\prod_{m\ge1}\left(1+\frac{x^2}{m^2}\right).$$

Taking logarithms at $x=Tt$ gives $t\,e^{\Theta(t)}=\sinh(\pi Tt)/(\pi T)$; at $t=0$ both sides vanish.

Finally, $\log(1+iDt)=\log D+\log(1/D+it)$, so for any real $\theta$

$$D^g e^{-g[\log(1+iDt)+\theta]}=e^{-g[\log(1/D+it)+\theta]}\longrightarrow (i\,t\,e^{\theta})^{-g}.$$

The choices $\theta=0$ and $\theta=\Theta(t)$ give the two limits.

## The model in Lean

```lean
import Mathlib

open MeasureTheory Set Filter Topology
open Complex (I)

namespace ThermalEdgeSingularity

noncomputable section
```

The vacuum integrand takes the cutoff $a$ as its first argument.

```lean
/-- Integrand of the vacuum pair integral at pair energy `w > 0` and time `t`, with exponential
cutoff `exp (-a w)`. -/
def pairKernel (a t w : ℝ) : ℂ :=
  (Real.exp (-a * w) : ℂ) * (1 - Complex.exp (-(I * ((w * t : ℝ) : ℂ)))) / (w : ℂ)
```

The thermal terms and the occupation follow. All integrals run over `Ioi 0`, the open half-line $w>0$.

```lean
/-- The `m`-th Bose term `2 exp(-m w / T) (1 - cos w t) / w`, for `T ≠ 0` and `w ≠ 0`. -/
def boseTerm (T t : ℝ) (m : ℕ) (w : ℝ) : ℝ :=
  2 * Real.exp (-(m / T) * w) * (1 - Real.cos (w * t)) / w

/-- Bose occupation of a pair mode of energy `w > 0` at temperature `T > 0`. -/
def occupation (T w : ℝ) : ℝ := 1 / (Real.exp (w / T) - 1)
```

`thermalPairs` is $\Theta(t)$, and `thermalTime` is the stretched time.

```lean
/-- Thermal pair integral at temperature `T > 0`; it enters the exponent of the propagator
multiplied by `-g`. -/
def thermalPairs (T t : ℝ) : ℝ :=
  ∫ w in Ioi (0 : ℝ), 2 * occupation T w * (1 - Real.cos (w * t)) / w

/-- The thermal time `sinh(π T t) / (π T)`, for `T ≠ 0`. -/
def thermalTime (T t : ℝ) : ℝ := Real.sinh (Real.pi * (T * t)) / (Real.pi * T)
```

The two propagators differ only by the term $-g\,\Theta(t)$ in the exponent. The cutoff acts on the vacuum part alone, since the occupation already suppresses high energies. The energy shift of the core level is left out.

```lean
/-- Core propagator at zero temperature, with coupling `g` and bandwidth `D > 0`. -/
def coldPropagator (g D t : ℝ) : ℂ :=
  Complex.exp (-(g : ℂ) * ∫ w in Ioi (0 : ℝ), pairKernel D⁻¹ t w)

/-- Core propagator at temperature `T > 0`, with the bandwidth cutoff `D > 0` on the
vacuum part only. -/
def warmPropagator (g D T t : ℝ) : ℂ :=
  Complex.exp (-(g : ℂ) * ((∫ w in Ioi (0 : ℝ), pairKernel D⁻¹ t w) + (thermalPairs T t : ℂ)))
```

## The vacuum integral as a logarithm

Splitting the phase into cosine and sine supports the bound $|1-e^{-iwt}|\le|wt|$, which makes the kernel integrable.

```lean
/-- The phase `exp(-i x)` split into cosine and sine. -/
theorem phase_eq (x : ℝ) :
    Complex.exp (-(I * (x : ℂ))) = (Real.cos x : ℂ) - (Real.sin x : ℂ) * I := by
  rw [show -(I * (x : ℂ)) = ((-x : ℝ) : ℂ) * I by push_cast; ring, Complex.exp_mul_I,
    ← Complex.ofReal_cos, ← Complex.ofReal_sin, Real.cos_neg, Real.sin_neg]
  push_cast
  ring

/-- For a positive cutoff parameter `a` the pair kernel is integrable over all positive energies. -/
theorem pairKernel_integrable {a : ℝ} (ha : 0 < a) (t : ℝ) :
    IntegrableOn (fun w => pairKernel a t w) (Ioi 0) := by
  have hm : Measurable (fun w => pairKernel a t w) := by
    unfold pairKernel
    fun_prop
  refine Integrable.mono' ((exp_neg_integrableOn_Ioi 0 ha).const_mul |t|)
    hm.aestronglyMeasurable ((ae_restrict_iff' measurableSet_Ioi).2 (ae_of_all _ ?_))
  intro w hw
  have hw' : 0 < w := hw
  -- the phase differs from one by at most `|w t|`, which cancels the pole at `w = 0`
  have hb : ‖1 - Complex.exp (-(I * ((w * t : ℝ) : ℂ)))‖ ≤ |w * t| := by
    apply (sq_le_sq₀ (norm_nonneg _) (abs_nonneg _)).1
    rw [Complex.sq_norm, sq_abs, phase_eq, Complex.normSq_apply]
    simp only [Complex.sub_re, Complex.sub_im, Complex.mul_re, Complex.mul_im, Complex.one_re,
      Complex.one_im, Complex.ofReal_re, Complex.ofReal_im, Complex.I_re, Complex.I_im]
    nlinarith [Real.sin_sq_add_cos_sq (w * t), Real.one_sub_sq_div_two_le_cos (x := w * t)]
  rw [abs_mul, abs_of_pos hw'] at hb
  unfold pairKernel
  rw [norm_div, norm_mul, Complex.norm_real, Complex.norm_real,
    Real.norm_of_nonneg (Real.exp_pos _).le, Real.norm_of_nonneg hw'.le, div_le_iff₀ hw']
  nlinarith [mul_le_mul_of_nonneg_left hb (Real.exp_pos (-a * w)).le]
```

The next proof shows that the integral minus the logarithm has derivative zero (`hd`). The differentiation under the integral is dominated by $e^{-aw}$. The difference is therefore constant, and it is evaluated at $t=0$.

```lean
/-- For `a > 0` the vacuum pair integral equals `log(1 + i t / a)`. -/
theorem pair_integral {a : ℝ} (ha : 0 < a) (t : ℝ) :
    ∫ w in Ioi (0 : ℝ), pairKernel a t w = Complex.log (1 + I * ((t / a : ℝ) : ℂ)) := by
  have haC : (a : ℂ) ≠ 0 := Complex.ofReal_ne_zero.2 ha.ne'
  have hd : ∀ s : ℝ, HasDerivAt (fun s : ℝ => (∫ w in Ioi (0 : ℝ), pairKernel a s w)
      - Complex.log (1 + I * ((s / a : ℝ) : ℂ))) 0 s := by
    intro s
    -- differentiate under the integral sign
    have h1 : HasDerivAt (fun s : ℝ => ∫ w in Ioi (0 : ℝ), pairKernel a s w)
        (∫ w in Ioi (0 : ℝ), I * Complex.exp (-((a : ℂ) + I * s) * w)) s := by
      refine (hasDerivAt_integral_of_dominated_loc_of_deriv_le
        (F := fun s w => pairKernel a s w)
        (F' := fun (s w : ℝ) => I * Complex.exp (-((a : ℂ) + I * s) * w))
        (bound := fun w => Real.exp (-a * w)) univ_mem
        (Eventually.of_forall fun s => (pairKernel_integrable ha s).aestronglyMeasurable)
        (pairKernel_integrable ha s) (by fun_prop) (ae_of_all _ ?_)
        (exp_neg_integrableOn_Ioi 0 ha)
        ((ae_restrict_iff' measurableSet_Ioi).2 (ae_of_all _ ?_))).2
      · intro w s _
        rw [norm_mul, Complex.norm_I, one_mul, Complex.norm_exp]
        simp
      · intro w hw s _
        have hwC : (w : ℂ) ≠ 0 := Complex.ofReal_ne_zero.2 (ne_of_gt hw)
        have h : HasDerivAt (fun s : ℝ => -(I * ((w * s : ℝ) : ℂ)))
            (-(I * ((w * 1 : ℝ) : ℂ))) s :=
          (((hasDerivAt_id' s).const_mul w).ofReal_comp.const_mul I).fun_neg
        refine (((h.cexp.const_sub 1).const_mul
          (Real.exp (-a * w) : ℂ)).div_const (w : ℂ)).congr_deriv ?_
        have hs : Complex.exp (-((a : ℂ) + I * s) * w)
            = (Real.exp (-a * w) : ℂ) * Complex.exp (-(I * ((w * s : ℝ) : ℂ))) := by
          rw [Complex.ofReal_exp, ← Complex.exp_add]
          congr 1
          push_cast
          ring
        rw [hs, div_eq_iff hwC, mul_one]
        ring
    have hne : (a : ℂ) + I * s ≠ 0 := fun h => ha.ne' (by simpa using congrArg Complex.re h)
    have hi : ∫ w in Ioi (0 : ℝ), I * Complex.exp (-((a : ℂ) + I * s) * w)
        = I / ((a : ℂ) + I * s) := by
      rw [integral_const_mul, integral_exp_mul_complex_Ioi (by simp [ha])]
      simp only [Complex.ofReal_zero, mul_zero, Complex.exp_zero, neg_div_neg_eq, mul_one_div]
    have h2 : HasDerivAt (fun s : ℝ => 1 + I * ((s / a : ℝ) : ℂ)) (I * ((1 / a : ℝ) : ℂ)) s :=
      (((hasDerivAt_id' s).div_const a).ofReal_comp.const_mul I).const_add 1
    have h3 := h2.clog_real (Complex.mem_slitPlane_iff.2 (Or.inl (by simp)))
    refine (h1.fun_sub h3).congr_deriv ?_
    have hq : 1 + I * ((s / a : ℝ) : ℂ) = ((a : ℂ) + I * s) / a := by
      rw [add_div, div_self haC]
      push_cast
      ring
    rw [hi, hq, sub_eq_zero]
    push_cast
    field_simp
  have h := is_const_of_deriv_eq_zero (fun s => (hd s).differentiableAt)
    (fun s => (hd s).deriv) t 0
  have h0 : ∫ w in Ioi (0 : ℝ), pairKernel a 0 w = 0 := by simp [pairKernel]
  simp only [h0, zero_div, Complex.ofReal_zero, mul_zero, add_zero, Complex.log_one,
    sub_zero] at h
  exact sub_eq_zero.1 h
```

## Bose terms and their sum

Here `hr` identifies each Bose term as twice the real part of the kernel at $a=m/T$. The theorem states integrability as well as the value.

```lean
/-- For `T > 0` and `m ≥ 1` the `m`-th Bose term is integrable over positive energies, and
its integral is `log(1 + (T t / m)²)`. -/
theorem bose_term_integral {T : ℝ} (hT : 0 < T) {m : ℕ} (hm : 0 < m) (t : ℝ) :
    IntegrableOn (fun w => boseTerm T t m w) (Ioi 0) ∧
    ∫ w in Ioi (0 : ℝ), boseTerm T t m w = Real.log (1 + (T * t / m) ^ 2) := by
  have hm' : (0 : ℝ) < m := Nat.cast_pos.2 hm
  have ha : 0 < (m : ℝ) / T := div_pos hm' hT
  have hr : ∀ w, boseTerm T t m w = 2 * (pairKernel (m / T) t w).re := by
    intro w
    unfold boseTerm pairKernel
    rw [Complex.div_ofReal_re, Complex.re_ofReal_mul, phase_eq]
    simp only [Complex.sub_re, Complex.mul_re, Complex.one_re, Complex.ofReal_re,
      Complex.ofReal_im, Complex.I_re, Complex.I_im]
    ring
  have hk := pairKernel_integrable ha t
  simp only [hr]
  refine ⟨(Complex.reCLM.integrable_comp hk).const_mul 2, ?_⟩
  have h := Complex.reCLM.integral_comp_comm hk
  simp only [Complex.reCLM_apply] at h
  have hx : t / ((m : ℝ) / T) = T * t / m := by field_simp
  have hn : ‖1 + I * ((T * t / m : ℝ) : ℂ)‖ ^ 2 = 1 + (T * t / m) ^ 2 := by
    rw [Complex.sq_norm, Complex.normSq_apply]
    simp only [Complex.add_re, Complex.add_im, Complex.mul_re, Complex.mul_im, Complex.one_re,
      Complex.one_im, Complex.ofReal_re, Complex.ofReal_im, Complex.I_re, Complex.I_im]
    ring
  rw [integral_const_mul, h, pair_integral ha, hx, Complex.log_re, ← hn, Real.log_pow,
    Nat.cast_ofNat]
```

The geometric series is indexed by `n` from zero, so $m=n+1$.

```lean
/-- At `T > 0` and `w > 0` the Bose terms with `m ≥ 1` add up to the thermal integrand. -/
theorem bose_expansion {T w : ℝ} (hT : 0 < T) (hw : 0 < w) (t : ℝ) :
    HasSum (fun n : ℕ => boseTerm T t (n + 1) w)
      (2 * occupation T w * (1 - Real.cos (w * t)) / w) := by
  have hE : 1 < Real.exp (w / T) := Real.one_lt_exp_iff.2 (div_pos hw hT)
  have hq : Real.exp (-(w / T)) < 1 := Real.exp_lt_one_iff.2 (neg_neg_of_pos (div_pos hw hT))
  have h := (hasSum_geometric_of_lt_one (Real.exp_pos _).le hq).mul_left
    (2 * Real.exp (-(w / T)) * (1 - Real.cos (w * t)) / w)
  have ho : occupation T w = Real.exp (-(w / T)) * (1 - Real.exp (-(w / T)))⁻¹ := by
    have h1 : Real.exp (w / T) - 1 ≠ 0 := (sub_pos.2 hE).ne'
    have h2 : 1 - Real.exp (-(w / T)) ≠ 0 := (sub_pos.2 hq).ne'
    have h3 : Real.exp (-(w / T)) * Real.exp (w / T) = 1 := by
      rw [← Real.exp_add, neg_add_cancel, Real.exp_zero]
    rw [occupation, ← div_eq_mul_inv, div_eq_div_iff h1 h2]
    linear_combination -h3
  have hf : (fun n : ℕ => boseTerm T t (n + 1) w) = fun n : ℕ =>
      2 * Real.exp (-(w / T)) * (1 - Real.cos (w * t)) / w * Real.exp (-(w / T)) ^ n := by
    funext n
    have hp : Real.exp (-(((n + 1 : ℕ) : ℝ) / T) * w)
        = Real.exp (-(w / T)) * Real.exp (-(w / T)) ^ n := by
      rw [← pow_succ', ← Real.exp_nat_mul]
      congr 1
      ring
    rw [boseTerm, hp]
    ring
  have hv : 2 * occupation T w * (1 - Real.cos (w * t)) / w
      = 2 * Real.exp (-(w / T)) * (1 - Real.cos (w * t)) / w
        * (1 - Real.exp (-(w / T)))⁻¹ := by
    rw [ho]
    ring
  rw [hf, hv]
  exact h
```

For the sum of logarithms, `e` rewrites Euler's partial products at imaginary argument. Divided by the prefactor $i\pi x$, they are all at least one, so the limit of these quotients is positive and the logarithm may be taken through it.

```lean
/-- For `x ≠ 0` the ratio `sinh(π x)/(π x)` is positive, and its logarithm is the sum of
`log(1 + (x/m)²)` over `m ≥ 1`. -/
theorem bose_sum {x : ℝ} (hx : x ≠ 0) :
    0 < Real.sinh (Real.pi * x) / (Real.pi * x) ∧
    HasSum (fun n : ℕ => Real.log (1 + (x / (n + 1)) ^ 2))
      (Real.log (Real.sinh (Real.pi * x) / (Real.pi * x))) := by
  -- Euler's sine product at an imaginary argument
  have e : ∀ n : ℕ, (Real.pi : ℂ) * (x * I) *
      ∏ j ∈ Finset.range n, (1 - ((x : ℂ) * I) ^ 2 / ((j : ℂ) + 1) ^ 2)
      = ((Real.pi * x * ∏ j ∈ Finset.range n, (1 + (x / (j + 1)) ^ 2) : ℝ) : ℂ) * I := by
    intro n
    have hj : ∀ j : ℕ, 1 - ((x : ℂ) * I) ^ 2 / ((j : ℂ) + 1) ^ 2
        = 1 + ((x : ℂ) / (j + 1)) ^ 2 := by
      intro j
      rw [mul_pow, Complex.I_sq, div_pow]
      ring
    simp only [hj]
    push_cast
    ring
  have hs : (Complex.sin (Real.pi * (x * I))).im = Real.sinh (Real.pi * x) := by
    rw [← mul_assoc, Complex.sin_mul_I, ← Complex.ofReal_mul, ← Complex.ofReal_sinh,
      Complex.im_ofReal_mul, Complex.I_im, mul_one]
  have h2 := (Complex.continuous_im.tendsto _).comp (Complex.tendsto_euler_sin_prod (x * I))
  rw [hs] at h2
  have h3 : Tendsto (fun n : ℕ => Real.pi * x *
      ∏ j ∈ Finset.range n, (1 + (x / (j + 1)) ^ 2)) atTop (𝓝 (Real.sinh (Real.pi * x))) :=
    h2.congr fun n => (congrArg Complex.im (e n)).trans
      (by rw [Complex.im_ofReal_mul, Complex.I_im, mul_one])
  have h4 := (h3.div_const (Real.pi * x)).congr
    fun n => mul_div_cancel_left₀ _ (mul_ne_zero Real.pi_ne_zero hx)
  have h1 : ∀ n : ℕ, 1 ≤ ∏ j ∈ Finset.range n, (1 + (x / ((j : ℝ) + 1)) ^ 2) := by
    intro n
    induction n with
    | zero => simp
    | succ n ih =>
      rw [Finset.prod_range_succ]
      nlinarith [mul_nonneg (zero_le_one.trans ih) (sq_nonneg (x / ((n : ℝ) + 1)))]
  have hpos := lt_of_lt_of_le one_pos (ge_of_tendsto' h4 h1)
  refine ⟨hpos, (hasSum_iff_tendsto_nat_of_nonneg (fun n => Real.log_nonneg
    (le_add_of_nonneg_right (sq_nonneg _))) _).2 ((h4.log hpos.ne').congr fun n => ?_)⟩
  rw [Real.log_prod]
  intro j _
  positivity
```

The exchange of sum and integral uses the summability of the integrals of the norms, which `bose_sum` supplies.

```lean
/-- At `T > 0`, the exponential of the thermal pair exponent stretches the time `t` to
`sinh(π T t)/(π T)`. -/
theorem thermal_stretch {T : ℝ} (hT : 0 < T) (t : ℝ) :
    t * Real.exp (thermalPairs T t) = thermalTime T t := by
  rcases eq_or_ne t 0 with rfl | ht
  · simp [thermalTime]
  obtain ⟨hpos, hsum⟩ := bose_sum (mul_ne_zero hT.ne' ht)
  have hterm : ∀ n : ℕ, ∫ w in Ioi (0 : ℝ), boseTerm T t (n + 1) w
      = Real.log (1 + (T * t / (n + 1)) ^ 2) := by
    intro n
    simpa only [Nat.cast_add, Nat.cast_one] using
      (bose_term_integral (m := n + 1) hT (Nat.succ_pos n) t).2
  have hnorm : ∀ n : ℕ, ∫ w in Ioi (0 : ℝ), ‖boseTerm T t (n + 1) w‖
      = Real.log (1 + (T * t / (n + 1)) ^ 2) := by
    intro n
    rw [← hterm n]
    refine setIntegral_congr_fun measurableSet_Ioi fun w hw => Real.norm_of_nonneg ?_
    exact div_nonneg (mul_nonneg (by positivity) (sub_nonneg.2 (Real.cos_le_one _))) (le_of_lt hw)
  -- exchange the Bose sum with the energy integral
  have h := hasSum_integral_of_summable_integral_norm (μ := volume.restrict (Ioi (0 : ℝ)))
    (F := fun (n : ℕ) w => boseTerm T t (n + 1) w)
    (fun n => (bose_term_integral hT (Nat.succ_pos n) t).1)
    (by simpa only [hnorm] using hsum.summable)
  have hI : thermalPairs T t = ∫ w in Ioi (0 : ℝ), ∑' n : ℕ, boseTerm T t (n + 1) w :=
    setIntegral_congr_fun measurableSet_Ioi fun w hw => (bose_expansion hT hw t).tsum_eq.symm
  simp only [hterm] at h
  rw [hI, h.unique hsum, Real.exp_log hpos, thermalTime]
  field_simp
```

## The wide-band limit

The lemma adds an arbitrary real `θ` to the vacuum integral. The condition $t\ne0$ keeps $1/D+it$ off the branch cut of the principal logarithm, including at $1/D=0$.

```lean
/-- For `t ≠ 0`, adding a real `θ` to the vacuum pair integral multiplies the time by `exp θ` in the
wide-band limit of the rescaled propagator. -/
theorem wide_band_limit (g θ : ℝ) {t : ℝ} (ht : t ≠ 0) :
    Tendsto (fun D : ℝ => ((D ^ g : ℝ) : ℂ) * Complex.exp (-(g : ℂ) *
      ((∫ w in Ioi (0 : ℝ), pairKernel D⁻¹ t w) + (θ : ℂ)))) atTop
      (𝓝 ((I * ((t * Real.exp θ : ℝ) : ℂ)) ^ (-(g : ℂ)))) := by
  have htC : I * (t : ℂ) ≠ 0 := mul_ne_zero Complex.I_ne_zero (Complex.ofReal_ne_zero.2 ht)
  have hmem : ∀ u : ℝ, (u : ℂ) + I * t ∈ Complex.slitPlane := fun u =>
    Complex.mem_slitPlane_iff.2 (Or.inr (by simp [ht]))
  have hlog : ContinuousAt (fun u : ℝ => Complex.log ((u : ℂ) + I * t)) 0 :=
    ContinuousAt.clog (by fun_prop) (hmem 0)
  have hc : ContinuousAt (fun u : ℝ => Complex.exp (-(g : ℂ) *
      (Complex.log ((u : ℂ) + I * t) + (θ : ℂ)))) 0 :=
    (continuousAt_const.mul (hlog.add continuousAt_const)).cexp
  have hv : (I * ((t * Real.exp θ : ℝ) : ℂ)) ^ (-(g : ℂ)) = Complex.exp (-(g : ℂ) *
      (Complex.log (((0 : ℝ) : ℂ) + I * t) + (θ : ℂ))) := by
    have hz : I * ((t * Real.exp θ : ℝ) : ℂ) = ((Real.exp θ : ℝ) : ℂ) * (I * t) := by
      rw [Complex.ofReal_mul]
      ring
    rw [hz, Complex.cpow_def_of_ne_zero (mul_ne_zero
      (Complex.ofReal_ne_zero.2 (Real.exp_pos θ).ne') htC),
      Complex.log_ofReal_mul (Real.exp_pos θ) htC, Real.log_exp, Complex.ofReal_zero, zero_add]
    congr 1
    ring
  rw [hv]
  refine (hc.tendsto.comp tendsto_inv_atTop_zero).congr' ?_
  filter_upwards [eventually_gt_atTop (0 : ℝ)] with D hD
  -- the factor `D ^ g` removes the logarithm of the bandwidth
  have hq : 1 + I * ((t / D⁻¹ : ℝ) : ℂ) = (D : ℂ) * (((D⁻¹ : ℝ) : ℂ) + I * t) := by
    rw [div_inv_eq_mul, mul_add, ← Complex.ofReal_mul, mul_inv_cancel₀ hD.ne']
    push_cast
    ring
  rw [Function.comp_apply, pair_integral (inv_pos.2 hD), hq,
    Complex.log_ofReal_mul hD (Complex.slitPlane_ne_zero (hmem _)),
    Real.rpow_def_of_pos hD, Complex.ofReal_exp, ← Complex.exp_add]
  congr 1
  rw [Complex.ofReal_mul]
  ring
```

The final theorem holds for every real $g$ and either sign of $t$. Its limits are taken at fixed $t$, with no claim of uniformity. At finite $D$ the thermal factor multiplies $(1+iDt)^{-g}$, and for $g\ne0$ this is not the same as substituting the stretched time there.

```lean
/-- For `T > 0` and `t ≠ 0`, the wide-band core propagator, rescaled by `D ^ g`, is
`(i t)^(-g)` at zero temperature, and at temperature `T` it is the same power law with `t`
replaced by `sinh(π T t)/(π T)`. -/
theorem thermal_core_propagator (g : ℝ) {T t : ℝ} (hT : 0 < T) (ht : t ≠ 0) :
    Tendsto (fun D : ℝ => ((D ^ g : ℝ) : ℂ) * coldPropagator g D t) atTop
      (𝓝 ((I * (t : ℂ)) ^ (-(g : ℂ)))) ∧
    Tendsto (fun D : ℝ => ((D ^ g : ℝ) : ℂ) * warmPropagator g D T t) atTop
      (𝓝 ((I * (thermalTime T t : ℂ)) ^ (-(g : ℂ)))) := by
  constructor
  · have h := wide_band_limit g 0 ht
    simp only [Complex.ofReal_zero, add_zero, Real.exp_zero, mul_one] at h
    exact h
  · have h := wide_band_limit g (thermalPairs T t) ht
    rw [thermal_stretch hT t] at h
    exact h

end

end ThermalEdgeSingularity
```

```lean
#print axioms ThermalEdgeSingularity.thermal_core_propagator
```

```
'ThermalEdgeSingularity.thermal_core_propagator' depends on axioms: [propext, Classical.choice, Quot.sound]
```
